# The Lieb functional of any functional on ℝⁿ lies below it and gives the same ground-state energies

Which densities are allowed? Here every real vector counts as a density, and a functional $F$ excludes a vector by taking the value $+\infty$ there. Positivity or a fixed particle number can be imposed in this way, so functionals take values in the extended reals $[-\infty,\infty]$.

```lean
import Mathlib

open Matrix

namespace LegendreFenchelDFT

noncomputable section

variable {n : Type*} [Fintype n]
```

The type `n` is a finite set of sites or orbitals. A density $\rho$ and a potential $v$ are both functions `n → ℝ`.

```lean
/-- The ground-state energy in the potential `v`: the infimum over all densities `ρ` of
`F ρ + ⟨v, ρ⟩`. -/
def energy (F : (n → ℝ) → EReal) (v : n → ℝ) : EReal :=
  ⨅ ρ : n → ℝ, F ρ + ((v ⬝ᵥ ρ : ℝ) : EReal)
```

This is $E(v)=\inf_\rho\,[F(\rho)+\langle v,\rho\rangle]$, where `v ⬝ᵥ ρ` is $\langle v,\rho\rangle=\sum_i v_i\rho_i$ and `EReal` is Lean's type of extended reals. The pairing is always finite, so $\infty-\infty$ never arises. As $E(v)$ is an infimum, no minimising density need exist.

```lean
/-- The density functional generated by a function `e` of the potential: the supremum over all
potentials `v` of `e v - ⟨v, ρ⟩`. -/
def densityTransform (e : (n → ℝ) → EReal) (ρ : n → ℝ) : EReal :=
  ⨆ v : n → ℝ, e v - ((v ⬝ᵥ ρ : ℝ) : EReal)
```

Any function $e$ of the potential generates a density functional, $\rho\mapsto\sup_v\,[e(v)-\langle v,\rho\rangle]$.

```lean
/-- The Lieb functional of `F`: the density functional generated by the ground-state energy
of `F`. -/
def lieb (F : (n → ℝ) → EReal) : (n → ℝ) → EReal :=
  densityTransform (energy F)
```

Choosing $e=E$ gives $L(\rho)=\sup_v\,[E(v)-\langle v,\rho\rangle]$. In density functional theory, Lieb's functional is built in this way from the energy of interacting electrons in continuous space. Here $F$ is arbitrary and the space finite-dimensional, and $L$ is not identified with a search over ensembles.

## Equal energies from one equivalence

```lean
/-- A finite real number can be moved from one side of an inequality between extended reals
to the other. -/
theorem sub_coe_le_iff (a b : EReal) (r : ℝ) : a - (r : EReal) ≤ b ↔ a ≤ b + (r : EReal) :=
  EReal.sub_le_iff_le_add (Or.inl (EReal.coe_ne_bot r)) (Or.inl (EReal.coe_ne_top r))
```

For real $r$, $a-r\le b$ holds exactly when $a\le b+r$, even if $a$ or $b$ is infinite. The two arguments passed to the Mathlib lemma say that $r$ is neither $-\infty$ nor $+\infty$.

```lean
/-- Duality principle: the density functional generated by `e` lies below `F` at every density
exactly when `e` lies below the ground-state energy of `F` at every potential. -/
theorem densityTransform_le_iff (e F : (n → ℝ) → EReal) :
    (∀ ρ, densityTransform e ρ ≤ F ρ) ↔ ∀ v, e v ≤ energy F v := by
  simp only [densityTransform, energy, iSup_le_iff, le_iInf_iff, sub_coe_le_iff]
  exact ⟨fun h v ρ => h ρ v, fun h ρ v => h v ρ⟩
```

A supremum lies below a bound when all its members do, and an infimum lies above a bound when all its members do. The left side therefore says $e(v)-\langle v,\rho\rangle\le F(\rho)$ for all $\rho$ and $v$, and the right side says $e(v)\le F(\rho)+\langle v,\rho\rangle$ for all $v$ and $\rho$. By the previous lemma these are the same condition. `simp only` performs this unfolding, and the last line swaps the order of $\rho$ and $v$.

```lean
/-- The Lieb functional never exceeds the functional `F` from which it is built. -/
theorem lieb_le (F : (n → ℝ) → EReal) (ρ : n → ℝ) : lieb F ρ ≤ F ρ :=
  (densityTransform_le_iff (energy F) F).2 (fun _ => le_rfl) ρ
```

Put $e=E$. The right side of the equivalence becomes $E(v)\le E(v)$, which is `le_rfl`, and the left side is $L\le F$. The suffix `.2` uses an equivalence from right to left, `.1` from left to right.

```lean
/-- The Lieb functional yields the same ground-state energy as `F` in every potential. -/
theorem energy_lieb (F : (n → ℝ) → EReal) (v : n → ℝ) : energy (lieb F) v = energy F v := by
  apply le_antisymm
  · -- a smaller functional has a smaller energy
    exact iInf_mono fun ρ => add_le_add (lieb_le F ρ) le_rfl
  · -- the duality principle, applied to the Lieb functional itself
    exact (densityTransform_le_iff (energy F) (lieb F)).1 (fun _ => le_rfl) v
```

Since $L\le F$, adding $\langle v,\rho\rangle$ and taking the infimum shows that the energy of $L$ is at most $E(v)$. For the reverse, apply the equivalence with $L$ in place of $F$: the functional generated by $E$ is $L$ itself, and $L\le L$, so $E(v)$ is at most the energy of $L$.

For density functional theory on a finite lattice, this means that replacing $F$ by $L$ changes no ground-state energy.

## Minimality, agreement at minimisers, convexity

```lean
/-- Every functional `G` with the same ground-state energies as `F` in all potentials lies above
the Lieb functional of `F`. -/
theorem lieb_le_of_energy_eq (F G : (n → ℝ) → EReal) (h : ∀ v, energy G v = energy F v)
    (ρ : n → ℝ) : lieb F ρ ≤ G ρ :=
  (densityTransform_le_iff (energy F) G).2 (fun v => (h v).ge) ρ
```

If $G$ has the same energies as $F$, then $E$ lies below the energy of $G$, and the equivalence gives $L\le G$. Together with the previous theorem, $L$ is the smallest functional with these energies.

```lean
/-- If `ρ` minimises `F + ⟨v, ·⟩` for some potential `v`, then the Lieb functional agrees with
`F` at `ρ`. -/
theorem lieb_eq_of_minimiser (F : (n → ℝ) → EReal) (v ρ : n → ℝ)
    (h : ∀ σ : n → ℝ, F ρ + ((v ⬝ᵥ ρ : ℝ) : EReal) ≤ F σ + ((v ⬝ᵥ σ : ℝ) : EReal)) :
    lieb F ρ = F ρ := by
  apply le_antisymm (lieb_le F ρ)
  have h1 : F ρ + ((v ⬝ᵥ ρ : ℝ) : EReal) ≤ energy F v := le_iInf h
  -- the potential `v` already attains the value `F ρ` in the supremum
  have h2 : F ρ ≤ energy F v - ((v ⬝ᵥ ρ : ℝ) : EReal) :=
    (EReal.le_sub_iff_add_le (Or.inl (EReal.coe_ne_bot _)) (Or.inl (EReal.coe_ne_top _))).2 h1
  exact h2.trans (le_iSup (fun w : n → ℝ => energy F w - ((w ⬝ᵥ ρ : ℝ) : EReal)) v)
```

The hypothesis `h` says that $\rho$ minimises $F+\langle v,\cdot\rangle$. Then $F(\rho)+\langle v,\rho\rangle\le E(v)$, hence
$$F(\rho)\le E(v)-\langle v,\rho\rangle\le L(\rho),$$
and $L\le F$ gives equality.

```lean
/-- The Lieb functional is convex: if it is at most `a` at `ρ` and at most `b` at `σ`, with `a`
and `b` real, then at a mixture of `ρ` and `σ` with nonnegative weights `s + t = 1` it is at most
`s a + t b`. -/
theorem lieb_convex (F : (n → ℝ) → EReal) (ρ σ : n → ℝ) (a b s t : ℝ)
    (hρ : lieb F ρ ≤ (a : EReal)) (hσ : lieb F σ ≤ (b : EReal))
    (hs : 0 ≤ s) (ht : 0 ≤ t) (hst : s + t = 1) :
    lieb F (s • ρ + t • σ) ≤ ((s * a + t * b : ℝ) : EReal) := by
  refine iSup_le fun v => ?_
  -- each density gives a finite upper bound on the energy in the potential `v`
  have h1 : energy F v ≤ ((a + v ⬝ᵥ ρ : ℝ) : EReal) := by
    rw [EReal.coe_add]
    exact (sub_coe_le_iff _ _ _).1 ((iSup_le_iff.1 hρ) v)
  have h2 : energy F v ≤ ((b + v ⬝ᵥ σ : ℝ) : EReal) := by
    rw [EReal.coe_add]
    exact (sub_coe_le_iff _ _ _).1 ((iSup_le_iff.1 hσ) v)
  rw [sub_coe_le_iff, ← EReal.coe_add, dotProduct_add, dotProduct_smul, dotProduct_smul,
    smul_eq_mul, smul_eq_mul]
  -- the smaller of the two bounds lies below their weighted mean
  rcases le_total (a + v ⬝ᵥ ρ) (b + v ⬝ᵥ σ) with h | h
  · refine h1.trans (EReal.coe_le_coe_iff.2 ?_)
    have h3 := mul_le_mul_of_nonneg_left h ht
    linear_combination h3 - (a + v ⬝ᵥ ρ) * hst
  · refine h2.trans (EReal.coe_le_coe_iff.2 ?_)
    have h3 := mul_le_mul_of_nonneg_left h hs
    linear_combination h3 - (b + v ⬝ᵥ σ) * hst
```

Convexity is stated through real upper bounds $a$ and $b$, which avoids weighted sums of infinities. For each $v$, the hypotheses give $E(v)\le a+\langle v,\rho\rangle$ and $E(v)\le b+\langle v,\sigma\rangle$. The smaller bound is at most the weighted mean of the two, so
$$E(v)\le sa+tb+\langle v,s\rho+t\sigma\rangle.$$
Subtract the pairing and take the supremum over $v$. In Lean, `rcases` asks which bound is smaller, and `linear_combination` checks the remaining algebra.

## A level that is either empty or filled

```lean
/-- The functional of a single level that costs nothing at occupation 0 or 1 and is infinite at
every other occupation. -/
def singleLevel (ρ : Fin 1 → ℝ) : EReal :=
  if ρ 0 = 0 ∨ ρ 0 = 1 then 0 else ⊤
```

`Fin 1` has one element, so a density is a single occupation `ρ 0`. Only 0 and 1 are allowed, both at zero cost.

```lean
/-- For the single level at occupation one half, the original functional is infinite while its
Lieb functional is zero. -/
theorem singleLevel_half :
    singleLevel (fun _ => 1 / 2) = ⊤ ∧ lieb singleLevel (fun _ => 1 / 2) = 0 := by
  refine ⟨by norm_num [singleLevel], le_antisymm ?_ ?_⟩
  · -- half occupation is an equal mixture of the empty and the filled level
    have h0 : lieb singleLevel (fun _ => 0) ≤ ((0 : ℝ) : EReal) :=
      (lieb_le _ _).trans (by simp [singleLevel])
    have h1 : lieb singleLevel (fun _ => 1) ≤ ((0 : ℝ) : EReal) :=
      (lieb_le _ _).trans (by simp [singleLevel])
    have h := lieb_convex singleLevel (fun _ => 0) (fun _ => 1) 0 0 (1 / 2) (1 / 2) h0 h1
      (by norm_num) (by norm_num) (by norm_num)
    have e : ((1 / 2 : ℝ) • (fun _ => 0 : Fin 1 → ℝ) + (1 / 2 : ℝ) • (fun _ => 1 : Fin 1 → ℝ))
        = fun _ => 1 / 2 := by
      funext i
      simp
    have z : (1 / 2 * 0 + 1 / 2 * 0 : ℝ) = 0 := by norm_num
    rw [e, z, EReal.coe_zero] at h
    exact h
  · -- the zero potential gives the lower bound
    have h0 : 0 ≤ energy singleLevel 0 := by
      refine le_iInf fun ρ => ?_
      rw [zero_dotProduct, EReal.coe_zero, add_zero]
      unfold singleLevel
      split_ifs
      · exact le_rfl
      · exact le_top
    have h1 : 0 ≤ energy singleLevel 0
        - (((0 : Fin 1 → ℝ) ⬝ᵥ (fun _ => 1 / 2) : ℝ) : EReal) := by
      rw [zero_dotProduct, EReal.coe_zero, sub_zero]
      exact h0
    exact h1.trans (le_iSup (fun w : Fin 1 → ℝ =>
      energy singleLevel w - ((w ⬝ᵥ (fun _ => 1 / 2) : ℝ) : EReal)) 0)

end

end LegendreFenchelDFT
```

At half occupation $F=\infty$ but $L=0$. For the upper bound, $L\le F=0$ at occupations 0 and 1, and convexity with equal weights gives $L(1/2)\le0$. For the lower bound, $E(0)\ge0$ because $F\ge0$, so the potential $v=0$ contributes at least $0$ to the supremum.

In numbers, $E(v)=\min(0,v)$. The potentials $v=-2,0,2$ have energies $-2,0,0$ and contribute $E(v)-v/2=-1,0,-1$ to $L(1/2)$. In general the contribution is $-|v|/2$, which is largest at $v=0$.

```lean
#print axioms LegendreFenchelDFT.energy_lieb
#print axioms LegendreFenchelDFT.lieb_le_of_energy_eq
#print axioms LegendreFenchelDFT.lieb_eq_of_minimiser
#print axioms LegendreFenchelDFT.singleLevel_half
```

```
'LegendreFenchelDFT.energy_lieb' depends on axioms: [propext, Classical.choice, Quot.sound]
'LegendreFenchelDFT.lieb_le_of_energy_eq' depends on axioms: [propext, Classical.choice, Quot.sound]
'LegendreFenchelDFT.lieb_eq_of_minimiser' depends on axioms: [propext, Classical.choice, Quot.sound]
'LegendreFenchelDFT.singleLevel_half' depends on axioms: [propext, Classical.choice, Quot.sound]
```
